# Second-order spin-orbit energy of a full majority shell with equal spin-flip gaps: an orbital-moment term and a hole term

Take independent electrons in a finite set of real orbitals, with the majority-spin shell full and the minority-spin shell partly filled, every empty minority level lying above every occupied one. If every spin-flip gap equals D > 0, the second-order energy of the coupling ζ L·S, with ħ = 1, is

E₂ = −(ζ/4) M − (ζ²/4D) H.

Here M is the first-order induced ⟨L₃⟩, with axis 3 along the spin, and H is the sum of ⟨L₁² + L₂²⟩ over the empty minority orbitals, with L₁ and L₂ taken as matrices within the chosen set of orbitals. Moreover ζM ≥ 0 and E₂ ≤ −(ζ/4) M. If the spin-flip gaps only lie between D₁ > 0 and D₂, then

−(ζ²/4D₁) H ≤ E₂ + (ζ/4) M ≤ −(ζ²/4D₂) H.

The constant ζ is the strength of the spin-orbit coupling in the shell, and D is the energy of a spin-flip excitation, to which the exchange splitting contributes.

## Magnetic anisotropy from orbital moments

Magnetic anisotropy is the change of the energy with spin direction. Post-processing code that estimates it from orbital moments by Bruno's relation keeps the first term of E₂ for each direction. In this non-interacting, one-shell model, such an estimate omits the change in the second term, and the bounds bracket that term for each direction when the gaps are spread.

A p shell gives numbers to test an implementation against. Take the spin along z, and put the majority levels at 0, the occupied minority x orbital at 1, and the empty y and z orbitals at 3. Then D = 3, H = 3, M = ζ/2 and E₂ = −ζ²/8 − ζ²/4 = −3ζ²/8.

## From matrix elements to the two terms

Label a spin-orbital (i, s), with s = 0 for majority and s = 1 for minority, and let E(i, s) be its level. Let o be the set of occupied minority orbitals and I the imaginary unit. With V = ζ L·S,

E₂ = −Σ_{a occupied} Σ_{b empty} |V_ba|² / (E_b − E_a).

Every empty state is (j, 1) with j ∉ o. It is reached from (i, 1) with i ∈ o, or from (i, 0) with any i. The spin-½ matrices give

V_(j,1),(i,1) = −(ζ/2) (L₃)_ji
V_(j,1),(i,0) = (ζ/2) (L₁ + I L₂)_ji.

The first-order response of L₃ is

M = −Σ_{a occupied} Σ_{b empty} 2 Re[(L₃)_ab V_ba] / (E_b − E_a).

L₃ conserves spin, so only minority excitations contribute. Since L₃ is Hermitian, (L₃)_ij (L₃)_ji = |(L₃)_ji|², and

M = ζ Σ_{i∈o} Σ_{j∉o} |(L₃)_ji|² / (E(j,1) − E(i,1)).

The gaps are positive, so ζM ≥ 0. The same excitations contribute −(ζ²/4) Σ |(L₃)_ji|²/gap = −(ζ/4) M to E₂.

For the spin flips, write L₁ = I A and L₂ = I B with A and B real. Then L₁ + I L₂ = I A − B, and its squared modulus has no cross term:

|(L₁ + I L₂)_ji|² = A_ji² + B_ji² = |(L₁)_ji|² + |(L₂)_ji|².

Summing over all i, which the full majority shell allows, and using Hermiticity gives

Σ_i |(L₁ + I L₂)_ji|² = (L₁² + L₂²)_jj.

With equal gaps the spin-flip energy is therefore −(ζ²/4D) H, which is never positive. For spread gaps, each nonnegative numerator divided by its gap lies between its values for D₂ and D₁. Summing and multiplying by −ζ²/4 gives the bounds.

If the minority shell is empty, M = 0 and E₂ = −(ζ²/4D) Tr(L₁² + L₂²). If it is full, there are no excitations and E₂ = 0.

## The Lean development

```lean
import Mathlib

open Matrix
open scoped Kronecker

namespace SpinOrbitSecondOrder

noncomputable section

variable {ι κ : Type*} [Fintype ι] [DecidableEq ι] [Fintype κ] [DecidableEq κ]

/-- Second-order energy of a Hermitian perturbation `V`: the sum over occupied-to-empty excitations,
for levels `E` whose occupied-to-empty gaps are nonzero. -/
def secondOrderEnergy (occ : Finset κ) (E : κ → ℝ) (V : Matrix κ κ ℂ) : ℝ :=
  -∑ a ∈ occ, ∑ b ∈ occᶜ, Complex.normSq (V b a) / (E b - E a)

/-- First-order change of the expectation value of a Hermitian `O` caused by a Hermitian `V`, for
levels `E` whose occupied-to-empty gaps are nonzero. -/
def inducedExpectation (occ : Finset κ) (E : κ → ℝ) (V O : Matrix κ κ ℂ) : ℝ :=
  -∑ a ∈ occ, ∑ b ∈ occᶜ, 2 * (O a b * V b a).re / (E b - E a)

/-- The spin-orbit coupling `ζ L·S`; spin index `0` is majority, `1` is minority. -/
def spinOrbit (ζ : ℝ) (L1 L2 L3 : Matrix ι ι ℂ) : Matrix (ι × Fin 2) (ι × Fin 2) ℂ :=
  (ζ : ℂ) • (L1 ⊗ₖ !![0, 1 / 2; 1 / 2, 0] + L2 ⊗ₖ !![0, -Complex.I / 2; Complex.I / 2, 0]
    + L3 ⊗ₖ !![1 / 2, 0; 0, -1 / 2])

/-- Occupied spin-orbitals: the whole majority shell and the minority orbitals in `o`. -/
def filled (o : Finset ι) : Finset (ι × Fin 2) :=
  Finset.univ.filter fun a => a.2 = 0 ∨ a.1 ∈ o

/-- The orbital moment `⟨L3⟩` induced to first order by the spin-orbit coupling. -/
def inducedMoment (o : Finset ι) (E : ι × Fin 2 → ℝ) (ζ : ℝ) (L1 L2 L3 : Matrix ι ι ℂ) : ℝ :=
  inducedExpectation (filled o) E (spinOrbit ζ L1 L2 L3) (L3 ⊗ₖ (1 : Matrix (Fin 2) (Fin 2) ℂ))

/-- The sum of `⟨L1² + L2²⟩` over the minority holes. -/
def holeSum (o : Finset ι) (L1 L2 : Matrix ι ι ℂ) : ℝ :=
  ∑ j ∈ oᶜ, ((L1 * L1 + L2 * L2) j j).re

/-- A Hermitian operator with purely imaginary matrix elements. -/
def ImaginaryHermitian (L : Matrix ι ι ℂ) : Prop :=
  L.IsHermitian ∧ ∀ i j, (L i j).re = 0

omit [Fintype κ] [DecidableEq κ] in
lemma sum_filled (o : Finset ι) (f : ι × Fin 2 → ℝ) :
    ∑ a ∈ filled o, f a = ∑ i, f (i, 0) + ∑ i ∈ o, f (i, 1) := by
  rw [filled, Finset.sum_filter, Fintype.sum_prod_type]
  simp [Fin.sum_univ_two, Finset.sum_add_distrib]

lemma sum_empty (o : Finset ι) (f : ι × Fin 2 → ℝ) :
    ∑ b ∈ (filled o)ᶜ, f b = ∑ j ∈ oᶜ, f (j, 1) := by
  have h : (filled o)ᶜ = oᶜ ×ˢ ({1} : Finset (Fin 2)) := by
    ext ⟨i, s⟩
    fin_cases s <;> simp [filled]
  rw [h, Finset.sum_product]
  simp

omit [Fintype ι] [DecidableEq ι] in
/-- Matrix elements of `ζ L·S` between minority states, and from majority to minority. -/
theorem spinOrbit_elements (ζ : ℝ) (L1 L2 L3 : Matrix ι ι ℂ) (i j : ι) :
    spinOrbit ζ L1 L2 L3 (j, 1) (i, 1) = ((-(ζ / 2) : ℝ) : ℂ) * L3 j i ∧
    spinOrbit ζ L1 L2 L3 (j, 1) (i, 0)
      = ((ζ / 2 : ℝ) : ℂ) * (L1 j i + Complex.I * L2 j i) := by
  constructor
  · simp [spinOrbit]
    ring
  · simp [spinOrbit]
    ring

/-- The induced moment is a sum over excitations within the minority shell. -/
theorem inducedMoment_eq (o : Finset ι) (E : ι × Fin 2 → ℝ) (ζ : ℝ)
    (L1 L2 : Matrix ι ι ℂ) {L3 : Matrix ι ι ℂ} (h3 : L3.IsHermitian) :
    inducedMoment o E ζ L1 L2 L3
      = ζ * ∑ i ∈ o, ∑ j ∈ oᶜ, Complex.normSq (L3 j i) / (E (j, 1) - E (i, 1)) := by
  have hflip : ∀ i j, (L3 ⊗ₖ (1 : Matrix (Fin 2) (Fin 2) ℂ)) (i, 0) (j, 1) = 0 := by
    intro i j
    simp
  have hsame : ∀ i j, (L3 ⊗ₖ (1 : Matrix (Fin 2) (Fin 2) ℂ)) (i, 1) (j, 1) = L3 i j := by
    intro i j
    simp
  -- Hermiticity turns the product of matrix elements into a squared modulus
  have key : ∀ i j, (L3 i j * (((-(ζ / 2) : ℝ) : ℂ) * L3 j i)).re
      = -(ζ / 2) * Complex.normSq (L3 j i) := by
    intro i j
    rw [← h3.apply i j]
    simp only [Complex.mul_re, Complex.mul_im, Complex.ofReal_re, Complex.ofReal_im,
      Complex.normSq_apply, Complex.star_def, Complex.conj_re, Complex.conj_im]
    ring
  simp only [inducedMoment, inducedExpectation, sum_filled, sum_empty, hflip, hsame,
    (spinOrbit_elements ζ L1 L2 L3 _ _).1, key, zero_mul, Complex.zero_re, mul_zero, zero_div,
    Finset.sum_const_zero, zero_add]
  rw [← Finset.sum_neg_distrib, Finset.mul_sum]
  refine Finset.sum_congr rfl fun i _ => ?_
  rw [← Finset.sum_neg_distrib, Finset.mul_sum]
  refine Finset.sum_congr rfl fun j _ => ?_
  ring

/-- For levels with nonzero occupied-to-empty gaps, the second-order energy is `-(ζ/4)` times the
induced moment plus a sum over spin-flip excitations. -/
theorem energy_split (o : Finset ι) (E : ι × Fin 2 → ℝ) (ζ : ℝ)
    (L1 L2 : Matrix ι ι ℂ) {L3 : Matrix ι ι ℂ} (h3 : L3.IsHermitian) :
    secondOrderEnergy (filled o) E (spinOrbit ζ L1 L2 L3)
      = -(ζ / 4) * inducedMoment o E ζ L1 L2 L3 - ζ ^ 2 / 4 * ∑ i, ∑ j ∈ oᶜ,
        Complex.normSq (L1 j i + Complex.I * L2 j i) / (E (j, 1) - E (i, 0)) := by
  rw [inducedMoment_eq o E ζ L1 L2 h3]
  simp only [secondOrderEnergy, sum_filled, sum_empty, (spinOrbit_elements ζ L1 L2 L3 _ _).1,
    (spinOrbit_elements ζ L1 L2 L3 _ _).2, Complex.normSq_mul, Complex.normSq_ofReal]
  simp only [mul_div_assoc, ← Finset.mul_sum]
  ring

omit [DecidableEq ι] in
/-- Summed over the full majority shell, the spin-flip strength into orbital `j`
is `⟨L1² + L2²⟩` in that orbital. -/
theorem spinFlip_closure {L1 L2 : Matrix ι ι ℂ} (h1 : ImaginaryHermitian L1)
    (h2 : ImaginaryHermitian L2) (j : ι) :
    ∑ i, Complex.normSq (L1 j i + Complex.I * L2 j i) = ((L1 * L1 + L2 * L2) j j).re := by
  have swap : ∀ {A : Matrix ι ι ℂ}, ImaginaryHermitian A → ∀ i, (A i j).im = -(A j i).im := by
    intro A hA i
    have h := congrArg Complex.im (hA.1.apply i j)
    simpa using h.symm
  rw [Matrix.add_apply, Matrix.mul_apply, Matrix.mul_apply, ← Finset.sum_add_distrib,
    Complex.re_sum]
  refine Finset.sum_congr rfl fun i _ => ?_
  -- `L1` is imaginary and `Complex.I * L2` is real, so there is no cross term
  rw [Complex.add_re, Complex.mul_re, Complex.mul_re, swap h1 i, swap h2 i]
  simp only [Complex.normSq_apply, Complex.add_re, Complex.add_im, Complex.mul_re,
    Complex.mul_im, Complex.I_re, Complex.I_im, h1.2, h2.2]
  ring

/-- If the spin-flip gaps lie between `D₁ > 0` and `D₂`, the spin-flip part of the
second-order energy lies between its values for uniform gaps `D₁` and `D₂`. -/
theorem spinFlip_bounds (o : Finset ι) (E : ι × Fin 2 → ℝ) (ζ : ℝ) {D₁ D₂ : ℝ}
    {L1 L2 L3 : Matrix ι ι ℂ} (h1 : ImaginaryHermitian L1) (h2 : ImaginaryHermitian L2)
    (h3 : L3.IsHermitian) (hD₁ : 0 < D₁)
    (hD : ∀ i, ∀ j ∉ o, D₁ ≤ E (j, 1) - E (i, 0) ∧ E (j, 1) - E (i, 0) ≤ D₂) :
    -(ζ ^ 2 / (4 * D₁)) * holeSum o L1 L2 ≤
      secondOrderEnergy (filled o) E (spinOrbit ζ L1 L2 L3)
        + ζ / 4 * inducedMoment o E ζ L1 L2 L3 ∧
    secondOrderEnergy (filled o) E (spinOrbit ζ L1 L2 L3)
        + ζ / 4 * inducedMoment o E ζ L1 L2 L3 ≤
      -(ζ ^ 2 / (4 * D₂)) * holeSum o L1 L2 := by
  have hT : ∀ D : ℝ, holeSum o L1 L2 / D
      = ∑ i, ∑ j ∈ oᶜ, Complex.normSq (L1 j i + Complex.I * L2 j i) / D := by
    intro D
    rw [Finset.sum_comm, holeSum, Finset.sum_div]
    refine Finset.sum_congr rfl fun j _ => ?_
    rw [← spinFlip_closure h1 h2 j, Finset.sum_div]
  have hz : 0 ≤ ζ ^ 2 / 4 := by positivity
  rw [energy_split o E ζ L1 L2 h3]
  constructor
  · have hF := mul_le_mul_of_nonneg_left ((Finset.sum_le_sum fun i _ =>
      Finset.sum_le_sum fun j hj => div_le_div_of_nonneg_left
        (Complex.normSq_nonneg (L1 j i + Complex.I * L2 j i)) hD₁
        (hD i j (Finset.mem_compl.mp hj)).1).trans_eq (hT D₁).symm) hz
    have e : ζ ^ 2 / (4 * D₁) * holeSum o L1 L2 = ζ ^ 2 / 4 * (holeSum o L1 L2 / D₁) := by ring
    linarith
  · have hF := mul_le_mul_of_nonneg_left ((hT D₂).trans_le (Finset.sum_le_sum fun i _ =>
      Finset.sum_le_sum fun j hj => div_le_div_of_nonneg_left
        (Complex.normSq_nonneg (L1 j i + Complex.I * L2 j i))
        (hD₁.trans_le (hD i j (Finset.mem_compl.mp hj)).1)
        (hD i j (Finset.mem_compl.mp hj)).2)) hz
    have e : ζ ^ 2 / (4 * D₂) * holeSum o L1 L2 = ζ ^ 2 / 4 * (holeSum o L1 L2 / D₂) := by ring
    linarith

/-- With positive minority gaps and all spin-flip gaps equal to `D > 0`, the second-order
spin-orbit energy is an orbital-moment term plus a hole term; `ζ` times the induced moment is
nonnegative, and the energy is at most the orbital-moment term. -/
theorem secondOrder_spinOrbit (o : Finset ι) (E : ι × Fin 2 → ℝ) (ζ : ℝ) {D : ℝ}
    {L1 L2 L3 : Matrix ι ι ℂ} (h1 : ImaginaryHermitian L1) (h2 : ImaginaryHermitian L2)
    (h3 : L3.IsHermitian) (hgap : ∀ i ∈ o, ∀ j ∉ o, E (i, 1) < E (j, 1))
    (hD0 : 0 < D) (hD : ∀ i, ∀ j ∉ o, E (j, 1) - E (i, 0) = D) :
    secondOrderEnergy (filled o) E (spinOrbit ζ L1 L2 L3)
      = -(ζ / 4) * inducedMoment o E ζ L1 L2 L3 - ζ ^ 2 / (4 * D) * holeSum o L1 L2 ∧
    0 ≤ ζ * inducedMoment o E ζ L1 L2 L3 ∧
    secondOrderEnergy (filled o) E (spinOrbit ζ L1 L2 L3)
      ≤ -(ζ / 4) * inducedMoment o E ζ L1 L2 L3 := by
  obtain ⟨hlo, hhi⟩ := spinFlip_bounds o E ζ h1 h2 h3 hD0
    fun i j hj => ⟨(hD i j hj).ge, (hD i j hj).le⟩
  have hS : 0 ≤ holeSum o L1 L2 := Finset.sum_nonneg fun j _ => by
    rw [← spinFlip_closure h1 h2 j]
    exact Finset.sum_nonneg fun i _ => Complex.normSq_nonneg _
  have hP : 0 ≤ ζ ^ 2 / (4 * D) * holeSum o L1 L2 := by positivity
  refine ⟨by linarith, ?_, by linarith⟩
  rw [inducedMoment_eq o E ζ L1 L2 h3, ← mul_assoc]
  exact mul_nonneg (mul_self_nonneg ζ) (Finset.sum_nonneg fun i hi =>
    Finset.sum_nonneg fun j hj => div_nonneg (Complex.normSq_nonneg _)
      (sub_nonneg.mpr (hgap i hi j (Finset.mem_compl.mp hj)).le))

/-- `L1` in the real p orbitals x, y, z. -/
def pL1 : Matrix (Fin 3) (Fin 3) ℂ := !![0, 0, 0; 0, 0, -Complex.I; 0, Complex.I, 0]

/-- `L2` in the real p orbitals x, y, z. -/
def pL2 : Matrix (Fin 3) (Fin 3) ℂ := !![0, 0, Complex.I; 0, 0, 0; -Complex.I, 0, 0]

/-- `L3` in the real p orbitals x, y, z. -/
def pL3 : Matrix (Fin 3) (Fin 3) ℂ := !![0, -Complex.I, 0; Complex.I, 0, 0; 0, 0, 0]

/-- Levels of a p shell: majority at 0, minority x at 1, minority y and z at 3. -/
def pLevels (a : Fin 3 × Fin 2) : ℝ := if a.2 = 0 then 0 else if a.1 = 0 then 1 else 3

/-- The p-shell matrices and levels, with minority x occupied, meet all conditions
of the main theorem with `D = 3`. -/
theorem pShell_witness :
    ImaginaryHermitian pL1 ∧ ImaginaryHermitian pL2 ∧ pL3.IsHermitian ∧
    (∀ i ∈ ({0} : Finset (Fin 3)), ∀ j ∉ ({0} : Finset (Fin 3)),
      pLevels (i, 1) < pLevels (j, 1)) ∧
    (∀ i, ∀ j ∉ ({0} : Finset (Fin 3)), pLevels (j, 1) - pLevels (i, 0) = 3) := by
  refine ⟨⟨?_, ?_⟩, ⟨?_, ?_⟩, ?_, ?_, ?_⟩
  · ext i j
    fin_cases i <;> fin_cases j <;> simp [pL1]
  · intro i j
    fin_cases i <;> fin_cases j <;> simp [pL1]
  · ext i j
    fin_cases i <;> fin_cases j <;> simp [pL2]
  · intro i j
    fin_cases i <;> fin_cases j <;> simp [pL2]
  · ext i j
    fin_cases i <;> fin_cases j <;> simp [pL3]
  · intro i hi j hj
    rw [Finset.mem_singleton] at hi hj
    norm_num [pLevels, hi, hj]
  · intro i j hj
    rw [Finset.mem_singleton] at hj
    simp [pLevels, hj]

/-- In this p shell the induced moment is `ζ/2` and the second-order energy is `-3ζ²/8`. -/
theorem pShell_values (ζ : ℝ) :
    inducedMoment {0} pLevels ζ pL1 pL2 pL3 = ζ / 2 ∧
    secondOrderEnergy (filled {0}) pLevels (spinOrbit ζ pL1 pL2 pL3) = -(3 * ζ ^ 2 / 8) := by
  obtain ⟨h1, h2, h3, hgap, hD⟩ := pShell_witness
  have hc : ({0} : Finset (Fin 3))ᶜ = {1, 2} := by decide
  have hM : inducedMoment {0} pLevels ζ pL1 pL2 pL3 = ζ / 2 := by
    rw [inducedMoment_eq _ _ _ _ _ h3, hc, Finset.sum_singleton, Finset.sum_pair (by decide)]
    have a1 : pL3 1 0 = Complex.I := rfl
    have a2 : pL3 2 0 = 0 := rfl
    have l0 : pLevels (0, 1) = 1 := by simp [pLevels]
    have l1 : pLevels (1, 1) = 3 := by simp [pLevels]
    have l2 : pLevels (2, 1) = 3 := by simp [pLevels]
    rw [a1, a2, l0, l1, l2, Complex.normSq_I, Complex.normSq_zero]
    ring
  have hS : holeSum {0} pL1 pL2 = 3 := by
    rw [holeSum, hc, Finset.sum_pair (by decide)]
    simp [pL1, pL2]
    norm_num
  refine ⟨hM, ?_⟩
  rw [(secondOrder_spinOrbit {0} pLevels ζ h1 h2 h3 hgap (by norm_num) hD).1, hM, hS]
  ring

end

end SpinOrbitSecondOrder
```

```lean
#print axioms SpinOrbitSecondOrder.secondOrder_spinOrbit
#print axioms SpinOrbitSecondOrder.pShell_values
```

```
'SpinOrbitSecondOrder.secondOrder_spinOrbit' depends on axioms: [propext, Classical.choice, Quot.sound]
'SpinOrbitSecondOrder.pShell_values' depends on axioms: [propext, Classical.choice, Quot.sound]
```

## How the code represents the shell

The finite type `ι` labels the orbitals, and `ι × Fin 2` the spin-orbitals. `spinOrbit` builds ζ L·S from Kronecker products, with ħ = 1 and majority spin +½ along axis 3. `filled o` is the occupied set, `inducedMoment` is M and `holeSum` is H. `ImaginaryHermitian` expresses the real-orbital condition on `L1` and `L2`; `L3` need only be Hermitian.

In `secondOrder_spinOrbit`, `hgap` puts every occupied minority level below every empty one, and `hD` fixes all spin-flip gaps at `D`. The conclusion joins the identity and the two sign statements.

## How the proof is assembled

`sum_filled` and `sum_empty` turn sums over spin-orbitals into orbital sums, and `spinOrbit_elements` computes the two matrix elements. `inducedMoment_eq` evaluates M, its step `key` using Hermiticity to form the squared modulus. `energy_split` then separates the two kinds of excitation, without assuming equal gaps. Lean's convention x/0 = 0 lets it be stated without a gap hypothesis, but it has its physical meaning only when the occupied-to-empty gaps are nonzero.

`spinFlip_closure` expands real and imaginary parts, where the cross term vanishes because `L1` and `L2` are imaginary, and sums over the majority shell. `spinFlip_bounds` compares the fractions term by term. The main theorem sets both bounds to `D`, so that `linarith` obtains the identity from two inequalities. `pShell_witness` checks the hypotheses for the p shell, and `pShell_values` evaluates M and E₂.

## What the equal-gap model covers

E₂ and M are defined by their perturbation sums. The file does not derive them from perturbed eigenstates, nor does it estimate higher orders. The levels are fixed, without self-consistency or electron interaction.

When there is a hole, equal spin-flip gaps make all majority levels degenerate and all empty minority levels degenerate. If a crystal field splits either group, the bounds still apply as long as the spin-flip gaps stay positive. The occupied minority levels may still differ.

The matrices need not satisfy angular-momentum commutation relations, so the theorems also cover model matrices that meet the stated conditions. Modelling the shell with complex orbitals would change the closure step: for general Hermitian L₁ and L₂, each hole acquires the extra term −I⟨[L₁, L₂]⟩, which is ⟨L₃⟩ for true angular momentum.
